# Singles, then the double, take every normalised real state of one spin-up and one spin-down electron in two orbitals to the reference; the reverse order does not

Put one spin-up and one spin-down electron in two orbitals, numbered 0 and 1. Let $C_{ij}$ be the real amplitude for spin-up in orbital $i$ and spin-down in orbital $j$, with $\sum_{ij}C_{ij}^2=1$. The reference is $\mathrm{diag}(1,0)$, both electrons in orbital 0. With

$$R(t)=\begin{pmatrix}\cos t&-\sin t\\ \sin t&\cos t\end{pmatrix},$$

single excitations send $C$ to $R(a)\,C\,R(b)^T$, with independent angles $a$ and $b$ for the two spins. The double excitation applies $R(t)$ to the pair $(C_{00},C_{11})$ and leaves $C_{01}$ and $C_{10}$ alone. Then:

- Singles followed by the double reach the reference from every $C$.
- Singles alone reach it exactly when $\det C=0$.
- The double followed by singles reaches it exactly when
$$2\,|C_{01}C_{10}|\le C_{00}^2+C_{11}^2 .$$
- The state with $C_{01}=C_{10}=1/\sqrt2$ and $C_{00}=C_{11}=0$ violates this inequality, so the double followed by singles fails for it at all angles.

## Operator order in a factorised ansatz

A variational code with a factorised unitary coupled-cluster ansatz has to fix the order of its factors. For two electrons in two orbitals with real amplitudes and one factor of each kind, that order decides which states the ansatz contains. If the target state is missing, no optimiser setting will recover it.

The order is easily read backwards. The statements above take a state to the reference, whereas a circuit prepares a state from the reference. Inverting a product reverses it: if $D_tS_{a,b}C$ is the reference, where $S_{a,b}$ stands for the singles and $D_t$ for the double, then

$$C=S_{-a,-b}\,D_{-t}\,\mathrm{diag}(1,0).$$

The preparation circuit that covers every state therefore applies the double first and the singles second. A circuit that applies the singles to the reference first is limited by the inequality.

## Diagonalising by rotations, then adjusting one product

**Aligning a plane vector.** Write $(x,y)=r(\cos\varphi,\sin\varphi)$ with $r\ge0$. Then $R(-\varphi)$ sends it to $(r,0)$.

**Singles diagonalise $C$.** Let $M=R(a)CR(b)^T$. Multiplying out shows that two combinations of entries rotate as plane vectors:

$$\begin{pmatrix}M_{00}+M_{11}\\M_{10}-M_{01}\end{pmatrix}=R(a-b)\begin{pmatrix}C_{00}+C_{11}\\C_{10}-C_{01}\end{pmatrix},$$

$$\begin{pmatrix}M_{00}-M_{11}\\M_{10}+M_{01}\end{pmatrix}=R(a+b)\begin{pmatrix}C_{00}-C_{11}\\C_{10}+C_{01}\end{pmatrix}.$$

Let $t_1$ and $t_2$ be the angles that align the two vectors on the right, with lengths $r_1,r_2\ge0$. Setting $a=(t_1+t_2)/2$ and $b=(t_2-t_1)/2$ gives $a-b=t_1$ and $a+b=t_2$. Both off-diagonal entries of $M$ then vanish, and

$$M=\mathrm{diag}(s_1,s_2),\qquad s_1=\tfrac{r_1+r_2}2,\quad s_2=\tfrac{r_1-r_2}2,\quad |s_2|\le s_1.$$

The entry $s_2$ can be negative, because rotations preserve the sign of $\det C$. A library singular value decomposition returns non-negative values and may put a reflection into its orthogonal factors.

**Singles, then the double.** The double rotates $(s_1,s_2)$ onto $(r,0)$ with $r\ge0$. All the operations preserve the norm, so $r^2=1$ and $r=1$.

**Singles alone.** Since $\det R=1$, singles preserve $\det C$, and the reference has determinant zero. Conversely, if $\det C=0$ then $s_1s_2=0$. Together with $|s_2|\le s_1$ this forces $s_2=0$, and the norm gives $s_1=1$.

**The double, then singles.** Let the double turn $(C_{00},C_{11})$ into $(A,B)$. By the previous result, singles can finish exactly when $AB=C_{01}C_{10}$. Rotation preserves $A^2+B^2=C_{00}^2+C_{11}^2$, and $(A\pm B)^2\ge0$ gives $2|AB|\le A^2+B^2$. The inequality is therefore necessary.

For sufficiency, first align $(C_{00},C_{11})$ to $(r,0)$, where now $r^2=C_{00}^2+C_{11}^2$, and then turn by a further angle $u$. The pair becomes $(r\cos u,r\sin u)$, with product $\tfrac12r^2\sin2u$. We need

$$r^2\sin 2u=2C_{01}C_{10}.$$

If $r>0$, the inequality puts the required sine in $[-1,1]$, so $u$ exists. If $r=0$, the inequality forces $C_{01}C_{10}=0$, and any $u$ works.

## Two states with explicit angles

Take the open-shell state $C_{01}=C_{10}=1/\sqrt2$. Singles with $a=b=-\pi/4$ give $\mathrm{diag}(1/\sqrt2,-1/\sqrt2)$, and the double with $t=\pi/4$ gives $\mathrm{diag}(1,0)$. In the other order the double acts on $(0,0)$ and changes nothing. The determinant stays at $-1/2$, which singles cannot alter.

Now take
$$C=\tfrac12\begin{pmatrix}1&1\\1&-1\end{pmatrix}.$$
Both sides of the inequality equal $1/2$, so the double followed by singles just succeeds. The double with $t=\pi/2$ turns $(1/2,-1/2)$ into $(1/2,1/2)$. All four entries are then $1/2$, the determinant is zero, and singles with $a=b=-\pi/4$ reach the reference.

## The Lean file

```lean
import Mathlib

open Matrix

namespace TwoElectronAnsatz

noncomputable section

/-- The rotation of two orbitals by the angle `t`. -/
def rot (t : ℝ) : Matrix (Fin 2) (Fin 2) ℝ :=
  !![Real.cos t, -Real.sin t; Real.sin t, Real.cos t]

/-- Single excitations: the spin-up orbitals (rows) are rotated by `a`, the spin-down
orbitals (columns) by `b`. -/
def singles (a b : ℝ) (C : Matrix (Fin 2) (Fin 2) ℝ) : Matrix (Fin 2) (Fin 2) ℝ :=
  rot a * C * (rot b)ᵀ

/-- The double excitation: a rotation by `t` between the two doubly occupied
configurations, which leaves the two open-shell amplitudes alone. -/
def double (t : ℝ) (C : Matrix (Fin 2) (Fin 2) ℝ) : Matrix (Fin 2) (Fin 2) ℝ :=
  !![Real.cos t * C 0 0 - Real.sin t * C 1 1, C 0 1;
     C 1 0, Real.sin t * C 0 0 + Real.cos t * C 1 1]

/-- The squared norm of the two-electron state with amplitudes `C`. -/
def weight (C : Matrix (Fin 2) (Fin 2) ℝ) : ℝ :=
  C 0 0 ^ 2 + C 0 1 ^ 2 + C 1 0 ^ 2 + C 1 1 ^ 2

/-- The reference determinant: both electrons in the first orbital. -/
def reference : Matrix (Fin 2) (Fin 2) ℝ := !![1, 0; 0, 0]

/-- The state with amplitude `1/√2` in each of the two open-shell configurations. -/
def openShell : Matrix (Fin 2) (Fin 2) ℝ :=
  !![0, 1 / Real.sqrt 2; 1 / Real.sqrt 2, 0]

/-- Every vector of the plane can be rotated onto the non-negative first axis. -/
theorem exists_align (x y : ℝ) : ∃ t r : ℝ, 0 ≤ r ∧
    Real.cos t * x - Real.sin t * y = r ∧ Real.sin t * x + Real.cos t * y = 0 := by
  have hc : ‖(⟨x, y⟩ : ℂ)‖ * Real.cos (Complex.arg ⟨x, y⟩) = x :=
    Complex.norm_mul_cos_arg _
  have hs : ‖(⟨x, y⟩ : ℂ)‖ * Real.sin (Complex.arg ⟨x, y⟩) = y :=
    Complex.norm_mul_sin_arg _
  have h1 := Real.sin_sq_add_cos_sq (Complex.arg ⟨x, y⟩)
  refine ⟨-Complex.arg ⟨x, y⟩, ‖(⟨x, y⟩ : ℂ)‖, norm_nonneg _, ?_, ?_⟩
  · rw [Real.cos_neg, Real.sin_neg]
    linear_combination (-Real.cos (Complex.arg ⟨x, y⟩)) * hc
      - Real.sin (Complex.arg ⟨x, y⟩) * hs + ‖(⟨x, y⟩ : ℂ)‖ * h1
  · rw [Real.cos_neg, Real.sin_neg]
    linear_combination Real.sin (Complex.arg ⟨x, y⟩) * hc
      - Real.cos (Complex.arg ⟨x, y⟩) * hs

/-- The amplitudes after the single excitations, written out. -/
theorem singles_eq (a b : ℝ) (C : Matrix (Fin 2) (Fin 2) ℝ) : singles a b C =
    !![(Real.cos a * C 0 0 - Real.sin a * C 1 0) * Real.cos b
        - (Real.cos a * C 0 1 - Real.sin a * C 1 1) * Real.sin b,
       (Real.cos a * C 0 0 - Real.sin a * C 1 0) * Real.sin b
        + (Real.cos a * C 0 1 - Real.sin a * C 1 1) * Real.cos b;
       (Real.sin a * C 0 0 + Real.cos a * C 1 0) * Real.cos b
        - (Real.sin a * C 0 1 + Real.cos a * C 1 1) * Real.sin b,
       (Real.sin a * C 0 0 + Real.cos a * C 1 0) * Real.sin b
        + (Real.sin a * C 0 1 + Real.cos a * C 1 1) * Real.cos b] := by
  ext i j
  fin_cases i <;> fin_cases j <;>
    simp [singles, rot, Matrix.mul_apply, Matrix.vecMul, dotProduct,
      Fin.sum_univ_succ] <;> ring

/-- Single and double excitations preserve the norm of the state, and the singles
also preserve the determinant of the amplitude matrix. -/
theorem invariants (a b t : ℝ) (C : Matrix (Fin 2) (Fin 2) ℝ) :
    weight (singles a b C) = weight C ∧ weight (double t C) = weight C ∧
      (singles a b C).det = C.det := by
  have ha := Real.sin_sq_add_cos_sq a
  have hb := Real.sin_sq_add_cos_sq b
  have ht := Real.sin_sq_add_cos_sq t
  refine ⟨?_, ?_, ?_⟩
  · rw [singles_eq]
    simp only [weight, Matrix.of_apply, Matrix.cons_val', Matrix.cons_val_zero,
      Matrix.cons_val_one, Matrix.cons_val_fin_one]
    linear_combination (C 0 0 ^ 2 + C 0 1 ^ 2 + C 1 0 ^ 2 + C 1 1 ^ 2) *
      ((Real.sin b ^ 2 + Real.cos b ^ 2) * ha + hb)
  · simp only [weight, double, Matrix.of_apply, Matrix.cons_val', Matrix.cons_val_zero,
      Matrix.cons_val_one, Matrix.cons_val_fin_one]
    linear_combination (C 0 0 ^ 2 + C 1 1 ^ 2) * ht
  · have h : ∀ s, (rot s).det = 1 := fun s => by
      rw [rot, Matrix.det_fin_two_of]
      linear_combination Real.sin_sq_add_cos_sq s
    rw [singles, Matrix.det_mul, Matrix.det_mul, Matrix.det_transpose, h, h, one_mul, mul_one]

/-- Single excitations bring every real amplitude matrix to diagonal form, with the
entry of larger magnitude first and non-negative. -/
theorem singles_diagonalise (C : Matrix (Fin 2) (Fin 2) ℝ) :
    ∃ a b s₁ s₂ : ℝ, |s₂| ≤ s₁ ∧ singles a b C = !![s₁, 0; 0, s₂] := by
  -- the two combinations of C below turn by a - b and by a + b
  obtain ⟨t₁, r₁, p₁, h₁, k₁⟩ := exists_align (C 0 0 + C 1 1) (C 1 0 - C 0 1)
  obtain ⟨t₂, r₂, p₂, h₂, k₂⟩ := exists_align (C 0 0 - C 1 1) (C 1 0 + C 0 1)
  obtain ⟨a, b, e₁, e₂⟩ : ∃ a b : ℝ, t₁ = a - b ∧ t₂ = a + b :=
    ⟨(t₁ + t₂) / 2, (t₂ - t₁) / 2, by ring, by ring⟩
  rw [e₁, Real.cos_sub, Real.sin_sub] at h₁ k₁
  rw [e₂, Real.cos_add, Real.sin_add] at h₂ k₂
  refine ⟨a, b, (r₁ + r₂) / 2, (r₁ - r₂) / 2,
    abs_le.2 ⟨by linarith, by linarith⟩, ?_⟩
  rw [singles_eq]
  ext i j
  fin_cases i <;> fin_cases j <;> simp <;> linarith

/-- Singles followed by the double bring every normalised real state of one spin-up and one
spin-down electron in two orbitals to the reference determinant. -/
theorem singles_then_double (C : Matrix (Fin 2) (Fin 2) ℝ) (h : weight C = 1) :
    ∃ a b t : ℝ, double t (singles a b C) = reference := by
  obtain ⟨a, b, s₁, s₂, -, hM⟩ := singles_diagonalise C
  obtain ⟨t, r, hr, h₁, h₂⟩ := exists_align s₁ s₂
  have hd : double t (singles a b C) = !![r, 0; 0, 0] := by
    rw [hM]
    simp [double, h₁, h₂]
  -- the norm fixes the remaining amplitude
  have hw : weight !![r, 0; 0, 0] = 1 := by
    rw [← hd, (invariants 0 0 t _).2.1, (invariants a b 0 C).1, h]
  have hw' : r ^ 2 = 1 := by simpa [weight] using hw
  have h1 : r = 1 := by nlinarith
  exact ⟨a, b, t, by rw [hd, h1, reference]⟩

/-- Singles alone bring a normalised state to the reference determinant exactly when
its amplitude matrix has determinant zero. -/
theorem singles_iff (C : Matrix (Fin 2) (Fin 2) ℝ) (h : weight C = 1) :
    (∃ a b : ℝ, singles a b C = reference) ↔ C.det = 0 := by
  constructor
  · rintro ⟨a, b, hab⟩
    rw [← (invariants a b 0 C).2.2, hab, reference, Matrix.det_fin_two_of]
    norm_num
  · intro h0
    obtain ⟨a, b, s₁, s₂, hs, hM⟩ := singles_diagonalise C
    have hd := (invariants a b 0 C).2.2
    rw [hM, Matrix.det_fin_two_of, h0] at hd
    have hw := (invariants a b 0 C).1
    rw [hM, h] at hw
    have hw' : s₁ ^ 2 + s₂ ^ 2 = 1 := by simpa [weight] using hw
    have h2 : s₂ = 0 := by
      rcases mul_eq_zero.1 (by linarith : s₁ * s₂ = 0) with h1 | h2
      · rw [h1] at hs
        exact abs_nonpos_iff.1 hs
      · exact h2
    have hp : 0 ≤ s₁ := (abs_nonneg _).trans hs
    rw [h2] at hw'
    have h1 : s₁ = 1 := by nlinarith
    exact ⟨a, b, by rw [hM, h2, h1, reference]⟩

/-- The double followed by singles brings a normalised state to the reference exactly
when twice the product of the open-shell amplitudes is, in magnitude, at most the
weight of the doubly occupied configurations. -/
theorem double_then_singles_iff (C : Matrix (Fin 2) (Fin 2) ℝ) (h : weight C = 1) :
    (∃ t a b : ℝ, singles a b (double t C) = reference) ↔
      2 * |C 0 1 * C 1 0| ≤ C 0 0 ^ 2 + C 1 1 ^ 2 := by
  have hw : ∀ t, weight (double t C) = 1 := fun t => by rw [(invariants 0 0 t C).2.1, h]
  constructor
  · rintro ⟨t, hab⟩
    have hd := (singles_iff _ (hw t)).1 hab
    rw [double, Matrix.det_fin_two_of] at hd
    -- the double keeps the weight of the closed-shell pair
    have hn : (Real.cos t * C 0 0 - Real.sin t * C 1 1) ^ 2
        + (Real.sin t * C 0 0 + Real.cos t * C 1 1) ^ 2 = C 0 0 ^ 2 + C 1 1 ^ 2 := by
      linear_combination (C 0 0 ^ 2 + C 1 1 ^ 2) * Real.sin_sq_add_cos_sq t
    rw [← hn, ← sub_eq_zero.1 hd]
    generalize Real.cos t * C 0 0 - Real.sin t * C 1 1 = A
    generalize Real.sin t * C 0 0 + Real.cos t * C 1 1 = B
    rcases abs_cases (A * B) with ⟨e, _⟩ | ⟨e, _⟩ <;> rw [e] <;>
      nlinarith [sq_nonneg (A - B), sq_nonneg (A + B)]
  · intro hle
    obtain ⟨t, r, -, h₁, h₂⟩ := exists_align (C 0 0) (C 1 1)
    have hr : r ^ 2 = C 0 0 ^ 2 + C 1 1 ^ 2 := by
      rw [← h₁]
      linear_combination (C 0 0 ^ 2 + C 1 1 ^ 2) * Real.sin_sq_add_cos_sq t
        - (Real.sin t * C 0 0 + Real.cos t * C 1 1) * h₂
    rw [← hr] at hle
    have hu := le_abs_self (C 0 1 * C 1 0)
    have hl := neg_abs_le (C 0 1 * C 1 0)
    -- a further turn by u gives the closed-shell product r² sin(2u) / 2
    obtain ⟨u, hsin⟩ : ∃ u : ℝ, r ^ 2 * Real.sin (2 * u) = 2 * (C 0 1 * C 1 0) := by
      by_cases h0 : r = 0
      · rw [h0] at hle ⊢
        exact ⟨0, by linarith⟩
      · have hp : 0 < r ^ 2 := by positivity
        refine ⟨Real.arcsin (2 * (C 0 1 * C 1 0) / r ^ 2) / 2, ?_⟩
        rw [mul_div_cancel₀ _ (two_ne_zero : (2 : ℝ) ≠ 0), Real.sin_arcsin
          (by rw [le_div_iff₀ hp]; linarith) (by rw [div_le_iff₀ hp]; linarith)]
        field_simp
    rw [Real.sin_two_mul] at hsin
    refine ⟨t + u, (singles_iff _ (hw _)).2 ?_⟩
    have e₁ : Real.cos (t + u) * C 0 0 - Real.sin (t + u) * C 1 1 = r * Real.cos u := by
      rw [Real.cos_add, Real.sin_add]
      linear_combination Real.cos u * h₁ - Real.sin u * h₂
    have e₂ : Real.sin (t + u) * C 0 0 + Real.cos (t + u) * C 1 1 = r * Real.sin u := by
      rw [Real.cos_add, Real.sin_add]
      linear_combination Real.sin u * h₁ + Real.cos u * h₂
    rw [double, Matrix.det_fin_two_of, e₁, e₂]
    linear_combination hsin / 2

/-- The state `openShell` is normalised, and the double followed by singles does not
bring it to the reference for any choice of angles. -/
theorem openShell_unreachable : weight openShell = 1 ∧
    ∀ t a b : ℝ, singles a b (double t openShell) ≠ reference := by
  have hk : 1 / Real.sqrt 2 * (1 / Real.sqrt 2) = 1 / 2 := by
    rw [div_mul_div_comm, Real.mul_self_sqrt (by norm_num), one_mul]
  have hw : weight openShell = 1 := by
    change (0 : ℝ) ^ 2 + (1 / Real.sqrt 2) ^ 2 + (1 / Real.sqrt 2) ^ 2 + 0 ^ 2 = 1
    linear_combination 2 * hk
  refine ⟨hw, fun t a b hab => ?_⟩
  have h2 : 2 * |1 / Real.sqrt 2 * (1 / Real.sqrt 2)| ≤ (0 : ℝ) ^ 2 + 0 ^ 2 :=
    (double_then_singles_iff openShell hw).1 ⟨t, a, b, hab⟩
  rw [hk, abs_of_pos (by norm_num)] at h2
  norm_num at h2

end

end TwoElectronAnsatz
```

```lean
#print axioms TwoElectronAnsatz.singles_then_double
-- 'TwoElectronAnsatz.singles_then_double' depends on axioms: [propext, Classical.choice, Quot.sound]
#print axioms TwoElectronAnsatz.openShell_unreachable
-- 'TwoElectronAnsatz.openShell_unreachable' depends on axioms: [propext, Classical.choice, Quot.sound]
```

## Exact reachability for real amplitudes and independent spin angles

**The statements in words.** The amplitudes form a `Matrix (Fin 2) (Fin 2) ℝ`, with the spin-up orbital as row and the spin-down orbital as column. `singles`, `double` and `reference` are the operations and the state defined above; `weight` is the squared norm. The hypothesis `weight C = 1` is normalisation.

- `singles_then_double` says that for every normalised `C` there are angles with `double t (singles a b C) = reference`.
- `singles_iff` and `double_then_singles_iff` are the two exact criteria.
- `openShell_unreachable` says that the open-shell state has unit weight and that no choice of `t`, `a`, `b` takes it to the reference when the double acts first.

The target is the reference itself, including its sign. This excludes no state, since adding $\pi$ to $a$ reverses the sign of the whole amplitude matrix.

**The proof.** `exists_align` takes the angle from the argument of the complex number $x+iy$. `singles_eq` writes out the four entries after the singles. `invariants` obtains the two norm identities from $\sin^2+\cos^2=1$ by `linear_combination`, and the determinant identity from multiplicativity.

`singles_diagonalise` aligns the two combined vectors, expands the sines and cosines of $a\pm b$, and solves the resulting linear equations with `linarith`. `singles_then_double` adds one more alignment and uses the norm to fix the last entry.

In `double_then_singles_iff`, both directions apply `singles_iff` to the state after the double. The forward direction gives `nlinarith` the squares $(A-B)^2$ and $(A+B)^2$. The backward direction builds $u$ with `Real.arcsin` and treats $r=0$ separately. `openShell_unreachable` inserts the amplitudes into the criterion and arrives at $1\le0$.

**Limits for a code.** The theorems concern exact equality and the existence of angles. They do not say how close an unreachable state can come to the reference, whether an optimiser finds the angles, or what rounding does. The model has real amplitudes, two orbitals, one electron of each spin, and a single factor of each kind. Complex amplitudes, repeated layers and larger orbital spaces are not treated. Nor are spin-restricted singles, where $a=b$ is imposed: the angles supplied by `singles_then_double` may differ between the spins, so a code that ties them together cannot rely on that theorem.
